# 2n equally spaced exact samples determine a sum of at most n real exponentials

Q: A transverse relaxation decay is recorded at equally spaced times, and I want to know whether finitely many readings fix the whole curve. You model the decay as a labelled list of amplitudes and rates. A sample doesn't label its components, so what does such a list have to do with the physics?

A: The list is only a way to write the curve down. Labels come from a finite type, ι for one candidate decay and κ for the other, and the results compare quantities that don't depend on the labelling. The first is the signal itself:

f(t) = Σᵢ cᵢ exp(−Rᵢ t)

In Lean this is `signal c R t`. Here R is a rate, such as 1/T₂, and not a relaxation time. Amplitudes and rates are arbitrary real numbers, so rates may repeat or be negative. A constant baseline is a term of rate 0 and counts as one term.

```lean
import Mathlib

open Finset

namespace MultiexponentialDecay

noncomputable section

variable {ι κ : Type*} [Fintype ι] [Fintype κ]

/-- The multiexponential signal `∑ i, c i * exp (-R i * t)` with amplitudes `c` and rates `R`. -/
def signal (c R : ι → ℝ) (t : ℝ) : ℝ :=
  ∑ i, c i * Real.exp (-(R i * t))
```

Q: I can split one component into two halves with the same rate. Then the lists differ and the physics doesn't.

A: That is why the second quantity is the total amplitude at a given rate r, `amplitudeAt c R r`. Splitting or relabelling leaves it unchanged. If the rates in the list are distinct, its value at Rᵢ is just cᵢ, since only one term of the sum survives.

```lean
/-- The total amplitude of all terms of the signal that decay with the rate `r`. -/
def amplitudeAt (c R : ι → ℝ) (r : ℝ) : ℝ :=
  ∑ i, if R i = r then c i else 0

/-- If the rates are distinct, the total amplitude at the rate of a term is the amplitude
of that term. -/
theorem amplitudeAt_rate (c : ι → ℝ) {R : ι → ℝ} (hR : Function.Injective R) (i : ι) :
    amplitudeAt c R (R i) = c i := by
  unfold amplitudeAt
  rw [Finset.sum_eq_single i]
  · exact if_pos rfl
  · intro j _ hj
    exact if_neg (fun h => hj (hR h))
  · intro h
    exact absurd (Finset.mem_univ i) h
```

Q: Now the derivation. Why should 2n readings be enough? Counting n amplitudes and n rates proves nothing for nonlinear equations.

A: Agreed, so start with a linear question. Suppose a signal with at most N terms vanishes at the times kd for k = 0, …, N−1, with d > 0. Put xᵢ = exp(−Rᵢ d). Then

f(kd) = Σᵢ cᵢ xᵢ^k = 0

Take any polynomial p(x) = Σₖ aₖ x^k, with k running from 0 to N−1. Exchanging the two sums gives

Σᵢ cᵢ p(xᵢ) = Σₖ aₖ f(kd) = 0

There are at most N terms, so there are at most N distinct nodes xᵢ. Different real rates give different nodes, so a function φ of the rate prescribes one value at each node, and Lagrange interpolation supplies such a p with p(xᵢ) = φ(Rᵢ). Hence

Σᵢ cᵢ φ(Rᵢ) = 0

Q: Why not choose p to be 1 at one term and 0 at all the others, and conclude that every cᵢ vanishes?

A: That is the mistake to avoid. Two terms with equal rates share a node, and p can't take two values there. Amplitudes 1 and −1 at the same rate give a zero signal with nonzero amplitudes. The weight must be a function of the rate, not of the label.

The Lean proof respects this by interpolating on `Finset.univ.image R`, the set of rates that occur. There `hv` shows that different rates give different nodes, `hcard` bounds their number, and the closing `calc` block expands p, exchanges the sums and inserts the zeros.

```lean
/-- If a signal of at most `N` terms vanishes at the `N` times `0, d, ..., (N-1)d` with `d > 0`,
then the amplitudes weighted by any function of the rate sum to zero. -/
theorem weighted_sum_eq_zero (c R : ι → ℝ) {N : ℕ} (hN : Fintype.card ι ≤ N)
    {d : ℝ} (hd : 0 < d) (h : ∀ k : ℕ, k < N → signal c R (k * d) = 0) (φ : ℝ → ℝ) :
    ∑ i, c i * φ (R i) = 0 := by
  classical
  obtain ⟨v, hvdef⟩ : ∃ v : ℝ → ℝ, ∀ r, v r = Real.exp (-(r * d)) :=
    ⟨fun r => Real.exp (-(r * d)), fun _ => rfl⟩
  have hv : Function.Injective v := by
    intro a b hab
    rw [hvdef a, hvdef b] at hab
    have h1 : -(a * d) = -(b * d) := Real.exp_injective hab
    exact mul_right_cancel₀ hd.ne' (neg_injective h1)
  have hcard : (Finset.univ.image R).card ≤ N :=
    Finset.card_image_le.trans (by rw [Finset.card_univ]; exact hN)
  -- interpolate the weight at the decay factors per sampling interval
  obtain ⟨p, hp, hpe⟩ : ∃ p : Polynomial ℝ, p.degree < (N : WithBot ℕ) ∧
      ∀ i, p.eval (Real.exp (-(R i * d))) = φ (R i) := by
    refine ⟨Lagrange.interpolate (Finset.univ.image R) v φ, ?_, fun i => ?_⟩
    · exact (Lagrange.degree_interpolate_lt φ hv.injOn).trans_le (by exact_mod_cast hcard)
    · have hmem : R i ∈ Finset.univ.image R :=
        Finset.mem_image_of_mem R (Finset.mem_univ i)
      rw [← hvdef (R i)]
      exact Lagrange.eval_interpolate_at_node φ hv.injOn hmem
  have hx : ∀ x : ℝ, p.eval x = ∑ k ∈ Finset.range N, p.coeff k * x ^ k := by
    intro x
    by_cases h0 : p = 0
    · simp [h0]
    · exact Polynomial.eval_eq_sum_range' ((Polynomial.natDegree_lt_iff_degree_lt h0).2 hp) x
  -- the weighted sum is a combination of the sampled values
  calc ∑ i, c i * φ (R i)
      = ∑ i, ∑ k ∈ Finset.range N,
          p.coeff k * (c i * Real.exp (-(R i * ((k : ℝ) * d)))) := by
        refine Finset.sum_congr rfl fun i _ => ?_
        rw [← hpe i, hx, Finset.mul_sum]
        refine Finset.sum_congr rfl fun k _ => ?_
        rw [← Real.exp_nat_mul, show (k : ℝ) * (-(R i * d)) = -(R i * ((k : ℝ) * d)) by ring]
        ring
    _ = ∑ k ∈ Finset.range N, p.coeff k * signal c R (k * d) := by
        rw [Finset.sum_comm]
        simp only [signal, Finset.mul_sum]
    _ = 0 := Finset.sum_eq_zero fun k hk => by
        rw [h k (Finset.mem_range.1 hk), mul_zero]
```

Q: That concerns one vanishing signal. I have two candidate fits, neither of them zero.

A: Subtract them. Let g(t) = Σⱼ bⱼ exp(−Sⱼ t) be the second signal; S is a list of rates here, not a spin. If each has at most n terms, f − g has at most 2n. If f and g agree at 0, d, …, (2n−1)d, the previous result with N = 2n gives

Σᵢ cᵢ φ(Rᵢ) = Σⱼ bⱼ φ(Sⱼ)

In Lean, `Sum.elim` joins the two lists, with the second set of amplitudes negated, and `hdiff` checks that the joined signal is the difference.

```lean
/-- If two signals of at most `n` terms each agree at the `2n` times `0, d, ..., (2n-1)d` with
`d > 0`, then their amplitudes weighted by any function of the rate have the same sum. -/
theorem weighted_sums_agree {c R : ι → ℝ} {b S : κ → ℝ} {n : ℕ}
    (hι : Fintype.card ι ≤ n) (hκ : Fintype.card κ ≤ n) {d : ℝ} (hd : 0 < d)
    (h : ∀ k : ℕ, k < 2 * n → signal c R (k * d) = signal b S (k * d)) (φ : ℝ → ℝ) :
    ∑ i, c i * φ (R i) = ∑ j, b j * φ (S j) := by
  -- the difference is one signal with at most 2n terms
  have hdiff : ∀ t, signal (Sum.elim c (fun j => -b j)) (Sum.elim R S) t
      = signal c R t - signal b S t := by
    intro t
    simp only [signal, Fintype.sum_sum_type, Sum.elim_inl, Sum.elim_inr, neg_mul,
      Finset.sum_neg_distrib]
    ring
  have key := weighted_sum_eq_zero (Sum.elim c (fun j => -b j)) (Sum.elim R S) (N := 2 * n)
    (by rw [Fintype.card_sum]; omega) hd
    (fun k hk => by rw [hdiff, h k hk, sub_self]) φ
  simp only [Fintype.sum_sum_type, Sum.elim_inl, Sum.elim_inr, neg_mul,
    Finset.sum_neg_distrib] at key
  linarith
```

Q: And the whole curve?

A: Choose φ(r) = exp(−rt). The two sides become f(t) and g(t), for any real t. Read in words, the theorem says: if d > 0, `Fintype.card ι ≤ n` and `Fintype.card κ ≤ n`, and the signals agree at kd for every natural k < 2n, then they agree at every time. Starting at time 0 is no restriction: if the first reading is at t₀, measure time from there, which only multiplies each amplitude cᵢ by exp(−Rᵢ t₀).

```lean
/-- Two multiexponential signals of at most `n` terms each that agree at the `2n` times
`0, d, ..., (2n-1)d` with `d > 0` agree at every real time. -/
theorem signal_eq_of_samples {c R : ι → ℝ} {b S : κ → ℝ} {n : ℕ}
    (hι : Fintype.card ι ≤ n) (hκ : Fintype.card κ ≤ n) {d : ℝ} (hd : 0 < d)
    (h : ∀ k : ℕ, k < 2 * n → signal c R (k * d) = signal b S (k * d)) (t : ℝ) :
    signal c R t = signal b S t :=
  weighted_sums_agree hι hκ hd h (fun r => Real.exp (-(r * t)))
```

Q: Try it on a single exponential.

A: For n = 1 the readings are f(0) = c and f(d) = c exp(−Rd). If c ≠ 0, then

R = ln(f(0)/f(d)) / d

If c = 0, the rate is undetermined, but the curve is zero whatever the rate.

Q: My readings have noise, and nobody tells me n.

A: The bound n is a hypothesis. It stands for outside knowledge, such as the number of non-exchanging compartments in the sample when each relaxes with a single rate. The theorem assumes exact equality and says nothing about agreement within noise: nearly equal readings may still allow quite different rates. Real rates matter too. With oscillating terms, angular frequencies that differ by 2π/d give identical readings.

The same algebra applies to the imaginary-time autocorrelation function of an observable in the ground state, provided that its values are exact and at most n distinct excitation energies contribute, counting zero if there is a constant term.

Q: Do I get the components back, or only the curve?

A: The readings determine both, though the proof isn't a recipe for computing them. Let φ be 1 at one rate r and 0 elsewhere; the total amplitudes at r then agree.

```lean
/-- Two signals of at most `n` terms each that agree at the `2n` times `0, d, ..., (2n-1)d` with
`d > 0` have the same total amplitude at every rate. -/
theorem amplitudeAt_eq_of_samples {c R : ι → ℝ} {b S : κ → ℝ} {n : ℕ}
    (hι : Fintype.card ι ≤ n) (hκ : Fintype.card κ ≤ n) {d : ℝ} (hd : 0 < d)
    (h : ∀ k : ℕ, k < 2 * n → signal c R (k * d) = signal b S (k * d)) (r : ℝ) :
    amplitudeAt c R r = amplitudeAt b S r := by
  have key := weighted_sums_agree hι hκ hd h (fun x => if x = r then 1 else 0)
  simpa only [amplitudeAt, mul_ite, mul_one, mul_zero] using key
```

If the rates within each list are distinct, which is what `Function.Injective` says, every component of nonzero amplitude in the first list appears in the second with the same rate and amplitude. The proof asks whether its rate occurs in the second list. If it didn't, the total amplitude there would be zero, a contradiction.

```lean
/-- Let two signals of at most `n` terms, each with distinct rates, agree at the `2n` times
`0, d, ..., (2n-1)d` with `d > 0`. Then every term of nonzero amplitude in the first occurs in the
second with the same rate and amplitude. -/
theorem component_recovered {c R : ι → ℝ} {b S : κ → ℝ} {n : ℕ}
    (hι : Fintype.card ι ≤ n) (hκ : Fintype.card κ ≤ n) {d : ℝ} (hd : 0 < d)
    (hR : Function.Injective R) (hS : Function.Injective S)
    (h : ∀ k : ℕ, k < 2 * n → signal c R (k * d) = signal b S (k * d))
    (i : ι) (hi : c i ≠ 0) : ∃ j, S j = R i ∧ b j = c i := by
  have key := amplitudeAt_eq_of_samples hι hκ hd h (R i)
  rw [amplitudeAt_rate c hR i] at key
  by_cases hj : ∃ j, S j = R i
  · obtain ⟨j, hj⟩ := hj
    rw [← hj, amplitudeAt_rate b hS j] at key
    exact ⟨j, hj, key.symm⟩
  · -- a rate absent from the second signal would carry no amplitude
    exact absurd (key.trans (Finset.sum_eq_zero fun j _ => if_neg fun e => hj ⟨j, e⟩)) hi
```

Q: Could I save one reading?

A: Not in general. For n ≥ 1, take any 2n distinct rates, n for each signal. Agreement at the first 2n−1 times imposes 2n−1 homogeneous linear equations on 2n amplitudes, so a nonzero solution exists; `LinearMap.ker_ne_bot_of_finrank_lt` provides it. If the signals also agreed at (2n−1)d, the vanishing-signal result, with φ picking out each rate in turn, would make every amplitude zero. So they differ there. Insisting on positive amplitudes doesn't save a reading either, though the theorem below doesn't state this. Ordered by rate, the 2n coefficients of the difference f − g alternate in sign, so if the rates of the two signals alternate as well, all the amplitudes can be taken positive. For n = 1 these are two decays with the same positive amplitude and different rates, which agree at time 0.

```lean
/-- For `n ≥ 1`, `d > 0` and any `2n` distinct rates split into two sets of `n`, there are
amplitudes for which the two signals agree at `0, d, ..., (2n-2)d` but differ at `(2n-1)d`. -/
theorem fewer_samples_insufficient {n : ℕ} (hn : 0 < n) (R S : Fin n → ℝ)
    (hRS : Function.Injective (Sum.elim R S)) {d : ℝ} (hd : 0 < d) :
    ∃ c b : Fin n → ℝ,
      (∀ k : ℕ, k + 1 < 2 * n → signal c R (k * d) = signal b S (k * d)) ∧
      signal c R ((2 * (n : ℝ) - 1) * d) ≠ signal b S ((2 * (n : ℝ) - 1) * d) := by
  let A : Matrix (Fin (2 * n - 1)) (Fin n ⊕ Fin n) ℝ :=
    Matrix.of fun k i => Real.exp (-(Sum.elim R S i * (((k : ℕ) : ℝ) * d)))
  -- 2n amplitudes against 2n-1 linear conditions
  have hker : LinearMap.ker A.mulVecLin ≠ ⊥ := LinearMap.ker_ne_bot_of_finrank_lt (by
    simp only [Module.finrank_fintype_fun_eq_card, Fintype.card_sum, Fintype.card_fin]
    omega)
  obtain ⟨v, hv, hv0⟩ := Submodule.exists_mem_ne_zero_of_ne_bot hker
  have h1 : A.mulVec v = 0 := LinearMap.mem_ker.1 hv
  have hz : ∀ k : ℕ, k + 1 < 2 * n → signal v (Sum.elim R S) (k * d) = 0 := by
    intro k hk
    calc signal v (Sum.elim R S) (k * d) = A.mulVec v ⟨k, by omega⟩ :=
          Finset.sum_congr rfl fun i _ => mul_comm _ _
      _ = 0 := congrFun h1 _
  have hsplit : ∀ t, signal (fun i => v (Sum.inl i)) R t - signal (fun j => -v (Sum.inr j)) S t
      = signal v (Sum.elim R S) t := by
    intro t
    simp only [signal, Fintype.sum_sum_type, Sum.elim_inl, Sum.elim_inr, neg_mul,
      Finset.sum_neg_distrib, sub_neg_eq_add]
  refine ⟨fun i => v (Sum.inl i), fun j => -v (Sum.inr j),
    fun k hk => sub_eq_zero.1 (by rw [hsplit, hz k hk]), fun hlast => hv0 ?_⟩
  -- agreement at one more time would force all amplitudes to vanish
  have hall : ∀ k : ℕ, k < 2 * n → signal v (Sum.elim R S) (k * d) = 0 := by
    intro k hk
    by_cases hk' : k + 1 < 2 * n
    · exact hz k hk'
    · have hk1 : k + 1 = 2 * n := by omega
      have hk2 : (k : ℝ) + 1 = 2 * (n : ℝ) := by exact_mod_cast hk1
      have hk3 : (k : ℝ) = 2 * (n : ℝ) - 1 := by linarith
      rw [hk3, ← hsplit, hlast, sub_self]
  funext i
  have key := weighted_sum_eq_zero v (Sum.elim R S) (N := 2 * n)
    (by simp only [Fintype.card_sum, Fintype.card_fin]; omega) hd hall
    (fun r => if r = Sum.elim R S i then 1 else 0)
  have h0 : amplitudeAt v (Sum.elim R S) (Sum.elim R S i) = 0 := by
    simpa only [amplitudeAt, mul_ite, mul_one, mul_zero] using key
  rw [amplitudeAt_rate v hRS i] at h0
  exact h0

end

end MultiexponentialDecay
```

```lean
#print axioms MultiexponentialDecay.signal_eq_of_samples
-- 'MultiexponentialDecay.signal_eq_of_samples' depends on axioms: [propext, Classical.choice, Quot.sound]
#print axioms MultiexponentialDecay.component_recovered
-- 'MultiexponentialDecay.component_recovered' depends on axioms: [propext, Classical.choice, Quot.sound]
#print axioms MultiexponentialDecay.fewer_samples_insufficient
-- 'MultiexponentialDecay.fewer_samples_insufficient' depends on axioms: [propext, Classical.choice, Quot.sound]
```
